# The instability volcano in a quadratic model of one displacement and one orbital rotation

Near a geometry where the Hartree–Fock solution becomes unstable, a correlated calculation on Hartree–Fock orbitals can return a very large, real vibrational frequency. Taken at face value, it describes a stiff bond. A search for imaginary frequencies raises no alarm, although the number mostly reflects the response of nearly unstable orbitals. A model with two variables shows how this happens, and under which sign condition the force constant grows without bound on both sides of the instability.

## From the stationary rotation to the double pole

Let $x$ be a displacement from a reference geometry and $k$ a rotation that mixes an occupied with a virtual orbital. To second order, with no linear terms, take the Hartree–Fock energy

$$E(x,k)=\tfrac12 f_0x^2+b\,xk+\tfrac12 a k^2 .$$

Here $f_0$ is the force constant at frozen orbitals, $b$ measures how strongly the displacement drives the rotation, and $a$ is the orbital Hessian, which vanishes at the instability. Hartree–Fock orbitals do not in general make the correlated energy stationary, so it could have a term linear in $k$. Such a term is absent if a symmetry of the reference geometry reverses the signs of both $x$ and $k$, and this is the case modelled here. The correlated energy then has the same form with its own constants:

$$W(x,k)=\tfrac12 f x^2+d\,xk+\tfrac12 c k^2 .$$

The constant $c$ is the curvature of the correlated energy when its reference orbitals are rotated at fixed geometry. The claim is that, for $b\neq0$ and with $f,d,c,b$ held fixed, the correlated force constant tends to $+\infty$ as $a\to0$ through both signs exactly when $c>0$.

The orbitals are determined by Hartree–Fock, not by $W$. For $a\neq0$,

$$\frac{\partial E}{\partial k}=bx+ak=0\quad\Longleftrightarrow\quad k=-\frac{bx}{a}.$$

Inserting this rotation into $W$ gives

$$W=\tfrac12 f x^2-\frac{db}{a}x^2+\frac{cb^2}{2a^2}x^2=\tfrac12F(a)\,x^2,\qquad F(a)=f-\frac{2db}{a}+\frac{cb^2}{a^2}.$$

The second derivative at $x=0$ is $F(a)$. For the Hartree–Fock energy itself, put $f=f_0$, $d=b$ and $c=a$. The double pole then collapses to a simple one:

$$f_0-\frac{2b^2}{a}+\frac{b^2}{a}=f_0-\frac{b^2}{a}.$$

For the limit, write

$$F(a)=\frac{fa^2-2dba+cb^2}{a^2}.$$

If $c>0$, the numerator tends to $cb^2>0$ while $1/a^2\to+\infty$, so $F(a)\to+\infty$ from both sides. Conversely, the simple pole cancels in the average

$$\tfrac12\bigl(F(a)+F(-a)\bigr)=f+\frac{cb^2}{a^2}.$$

If $c\le0$, this average never exceeds $f$. But if $F$ tended to $+\infty$ from both sides, both $F(a)$ and $F(-a)$ would exceed $f$ for small $a$, which is a contradiction.

The Hartree–Fock force constant tends to $-\infty$ as $a\to0$ from above and to $+\infty$ from below, because $b^2/a$ changes sign. If $f_0>0$ and $a>0$, then $f_0-b^2/a<0$ is equivalent to $a<b^2/f_0$. If $f_0>0$ and $a<0$, the force constant is positive, although the stationary rotation is then a maximum of $E$ in $k$.

For a numerical instance, take $f_0=f=b=c=1$ and $d=\tfrac12$. At $a=0.1$ the correlated force constant is $1-10+100=91$ and the Hartree–Fock one is $1-10=-9$. At $a=-0.1$ they are $1+10+100=111$ and $1+10=11$. With unit mass, the correlated frequency at $a=0.1$ is $\sqrt{91}\approx9.5$, real and far above the frozen-orbital value 1, while the Hartree–Fock frequency is $3i$.

## One energy function for both methods

The development works over the real numbers and uses Mathlib's derivatives and limits.

```lean
import Mathlib

open Filter Topology

namespace VolcanoModel

noncomputable section
```

A single function serves both methods. Its parameters `f`, `g` and `h` are the bare force constant, the coupling and the rotational curvature. Thus `energy f₀ b a x k` is $E$, and `energy f d c x k` is $W$.

```lean
/-- Quadratic model energy at displacement `x` and orbital rotation `k`, with bare force
constant `f`, coupling `g` and rotational curvature `h`. -/
def energy (f g h x k : ℝ) : ℝ := f * x ^ 2 / 2 + g * x * k + h * k ^ 2 / 2
```

The response of the orbitals is written as an explicit formula, whose link to stationarity is proved below.

```lean
/-- Orbital rotation in response to a displacement `x`, for orbital Hessian `a ≠ 0` and
coupling `b`. -/
def rotation (a b x : ℝ) : ℝ := -b * x / a
```

The force constant is an actual second derivative at $x=0$, not a coefficient read off from a formula.

```lean
/-- Force constant of a potential curve: its second derivative at the reference geometry
`x = 0`. -/
def forceConstant (E : ℝ → ℝ) : ℝ := deriv (deriv E) 0
```

The next definition combines these: the orbitals follow the Hartree–Fock rotation, and the resulting curve is differentiated twice. The first three arguments belong to the energy being differentiated, the last two to the Hartree–Fock response.

```lean
/-- Force constant of the energy with parameters `f`, `d`, `c` when the orbitals follow the
rotation set by the orbital Hessian `a ≠ 0` and the coupling `b`. -/
def relaxedForceConstant (f d c a b : ℝ) : ℝ :=
  forceConstant (fun x => energy f d c x (rotation a b x))
```

## Force constants with stationary orbitals

The first lemma differentiates $Fx^2/2$ twice. The square is written as a product, the product rule gives $Fx$, and a second differentiation gives $F$.

```lean
/-- The harmonic potential `F x² / 2` has force constant `F`. -/
theorem forceConstant_harmonic (F : ℝ) : forceConstant (fun x => F * x ^ 2 / 2) = F := by
  have h1 : ∀ x : ℝ, HasDerivAt (fun x : ℝ => F * x ^ 2 / 2) (F * x) x := by
    intro x
    have e : (fun x : ℝ => F * x ^ 2 / 2) = fun y => F / 2 * (y * y) := by
      funext y
      ring
    rw [e]
    exact (((hasDerivAt_id' x).fun_mul (hasDerivAt_id' x)).const_mul (F / 2)).congr_deriv
      (by ring)
  have h2 : deriv (fun x : ℝ => F * x ^ 2 / 2) = fun x => F * x :=
    funext fun x => (h1 x).deriv
  unfold forceConstant
  rw [h2]
  exact (((hasDerivAt_id' (0 : ℝ)).const_mul F).congr_deriv (mul_one F)).deriv
```

Stationarity is expressed by `HasDerivAt (fun k => energy f b a x k) 0 k`: the energy, as a function of the rotation, has derivative zero at `k`. The proof computes the derivative as $bx+ak$. Since a derivative is unique, stationarity forces $bx+ak=0$, and `eq_div_iff ha` turns the target $k=-bx/a$ into the same linear equation. The other direction reads it backwards.

```lean
/-- For a nonzero orbital Hessian, the Hartree-Fock energy is stationary in the orbital
rotation exactly at `k = -b x / a`. -/
theorem stationary_iff (f b x k : ℝ) {a : ℝ} (ha : a ≠ 0) :
    HasDerivAt (fun k => energy f b a x k) 0 k ↔ k = rotation a b x := by
  have h : HasDerivAt (fun k => energy f b a x k) (b * x + a * k) k := by
    have e : (fun k => energy f b a x k)
        = fun y => f * x ^ 2 / 2 + (b * x * y + a / 2 * (y * y)) := by
      funext y
      unfold energy
      ring
    rw [e]
    exact ((((hasDerivAt_id' k).const_mul (b * x)).fun_add
      (((hasDerivAt_id' k).fun_mul (hasDerivAt_id' k)).const_mul (a / 2))).const_add
      (f * x ^ 2 / 2)).congr_deriv (by ring)
  rw [rotation, eq_div_iff ha]
  constructor
  · intro h0
    have e := h.unique h0
    linear_combination e
  · intro hk
    exact h.congr_deriv (by linear_combination hk)
```

The correlated force constant is stated for any function `κ` that assigns to each displacement a stationary rotation. The hypothesis `hκ` is therefore the Hartree–Fock condition itself, and the formula for the rotation is a consequence. The proof replaces `κ x` by $-bx/a$, collects the terms into one harmonic potential, and applies the lemma on harmonic potentials.

```lean
/-- If the orbitals make the Hartree-Fock energy stationary at every displacement, the
correlated energy has force constant `f - 2 d b / a + c b² / a²`. -/
theorem correlated_force_constant (f₀ f d c b : ℝ) {a : ℝ} (ha : a ≠ 0) (κ : ℝ → ℝ)
    (hκ : ∀ x, HasDerivAt (fun k => energy f₀ b a x k) 0 (κ x)) :
    forceConstant (fun x => energy f d c x (κ x))
      = f - 2 * d * b / a + c * b ^ 2 / a ^ 2 := by
  have e : (fun x => energy f d c x (κ x))
      = fun x => (f - 2 * d * b / a + c * b ^ 2 / a ^ 2) * x ^ 2 / 2 := by
    funext x
    rw [(stationary_iff f₀ b x (κ x) ha).1 (hκ x)]
    unfold energy rotation
    ring
  rw [e, forceConstant_harmonic]
```

The Hartree–Fock result is the special case $d=b$, $c=a$, followed by the cancellation $ab^2/a^2=b^2/a$.

```lean
/-- With stationary orbitals, the Hartree-Fock energy itself has force constant
`f - b² / a`. -/
theorem hartreeFock_force_constant (f b : ℝ) {a : ℝ} (ha : a ≠ 0) (κ : ℝ → ℝ)
    (hκ : ∀ x, HasDerivAt (fun k => energy f b a x k) 0 (κ x)) :
    forceConstant (fun x => energy f b a x (κ x)) = f - b ^ 2 / a := by
  rw [correlated_force_constant f f b a b ha κ hκ]
  have e : a * b ^ 2 / a ^ 2 = b ^ 2 / a := by field_simp
  rw [e]
  ring
```

## Divergence on both sides of the instability

In `volcano`, the filter `𝓝[≠] 0` describes $a$ approaching zero through nonzero values of either sign, and `atTop` stands for $+\infty$. The value at $a=0$, where Lean's division returns zero, plays no part.

The statement `hF` supplies the formula for $F(a)$. It uses zero for the bare Hartree–Fock force constant, which does not affect the rotation. In the first direction, the assumed limit gives a radius `ε` within which all nonzero $a$ satisfy $F(a)>f$. The inequalities `p` and `q` record this at $\pm\varepsilon/2$, and adding them contradicts `hn`, which says that the double-pole term is not positive when $c\le0$. In the second direction, `hnum` is the limit of the numerator, `hinv` is the divergence of $1/a^2$, and `pos_mul_atTop` combines them. The last lines identify the product with $F(a)$ for $a\neq0$.

```lean
/-- Volcano theorem: for nonzero coupling `b`, the correlated force constant tends to
`+∞` as the orbital Hessian tends to zero through both signs if and only if `c > 0`. -/
theorem volcano (f d c : ℝ) {b : ℝ} (hb : b ≠ 0) :
    Tendsto (fun a => relaxedForceConstant f d c a b) (𝓝[≠] 0) atTop ↔ 0 < c := by
  have hF : ∀ a : ℝ, a ≠ 0 → relaxedForceConstant f d c a b
      = f - 2 * d * b / a + c * b ^ 2 / a ^ 2 := fun a ha =>
    correlated_force_constant 0 f d c b ha (rotation a b)
      (fun x => (stationary_iff 0 b x _ ha).2 rfl)
  constructor
  · -- the values at `s` and `-s` average to `f + c b² / s²`
    intro h
    by_contra hc
    have hc' : c ≤ 0 := not_lt.1 hc
    obtain ⟨ε, hε, hball⟩ := Metric.eventually_nhds_iff.1
      (eventually_nhdsWithin_iff.1 (h.eventually_gt_atTop f))
    have hs : 0 < ε / 2 := by positivity
    have p : f < relaxedForceConstant f d c (ε / 2) b :=
      hball (by rw [Real.dist_eq, sub_zero, abs_of_pos hs]; linarith) hs.ne'
    have q : f < relaxedForceConstant f d c (-(ε / 2)) b :=
      hball (by rw [Real.dist_eq, sub_zero, abs_neg, abs_of_pos hs]; linarith)
        (neg_ne_zero.2 hs.ne')
    rw [hF _ hs.ne'] at p
    rw [hF _ (neg_ne_zero.2 hs.ne'), div_neg, neg_sq] at q
    have hn : c * b ^ 2 / (ε / 2) ^ 2 ≤ 0 :=
      div_nonpos_of_nonpos_of_nonneg
        (by nlinarith [mul_nonneg (neg_nonneg.2 hc') (sq_nonneg b)]) (sq_nonneg _)
    linarith
  · -- a numerator with positive limit times the double pole `1 / a²`
    intro hc
    have hpos : 0 < c * b ^ 2 := by positivity
    have hnum : Tendsto (fun a : ℝ => f * a ^ 2 - 2 * d * b * a + c * b ^ 2)
        (𝓝[≠] 0) (𝓝 (c * b ^ 2)) := by
      have hcont : Continuous (fun a : ℝ => f * a ^ 2 - 2 * d * b * a + c * b ^ 2) := by
        fun_prop
      have h0 : Tendsto _ (𝓝[≠] (0 : ℝ)) _ :=
        (hcont.tendsto 0).mono_left nhdsWithin_le_nhds
      simpa using h0
    have hsq : Tendsto (fun a : ℝ => a ^ 2) (𝓝[≠] 0) (𝓝[>] 0) := by
      refine tendsto_nhdsWithin_iff.2 ⟨?_, ?_⟩
      · have h0 : Tendsto (fun a : ℝ => a ^ 2) (𝓝[≠] 0) (𝓝 (0 ^ 2)) :=
          ((continuous_pow 2).tendsto 0).mono_left nhdsWithin_le_nhds
        simpa using h0
      · filter_upwards [self_mem_nhdsWithin] with a ha
        have ha' : a ≠ 0 := ha
        exact Set.mem_Ioi.2 (by positivity)
    have hinv : Tendsto (fun a : ℝ => (a ^ 2)⁻¹) (𝓝[≠] 0) atTop :=
      tendsto_inv_nhdsGT_zero.comp hsq
    refine (hnum.pos_mul_atTop hpos hinv).congr' ?_
    filter_upwards [self_mem_nhdsWithin] with a ha
    have ha' : a ≠ 0 := ha
    rw [hF a ha']
    have h1 : a ^ 2 * (a ^ 2)⁻¹ = 1 := mul_inv_cancel₀ (pow_ne_zero 2 ha')
    have h2 : a * (a ^ 2)⁻¹ = a⁻¹ := by field_simp
    linear_combination f * h1 - 2 * d * b * h2
```

The constants $f,d,c,b$ stay fixed while $a$ varies. The Hartree–Fock energy, whose curvature $c=a$ varies too, is therefore not an instance of the theorem. It escapes the volcano because its double pole collapses to the simple pole $-b^2/a$, which changes sign with $a$.

Another model would let all the constants depend on the geometry, and hence on $a$ along a path through the instability. The argument for $c>0$ would carry over to continuous functions with $b(0)\neq0$ and $c(0)>0$, but the equivalence would fail. With constant $f$, $d$, $b$ and $c(a)=K|a|$, for instance, the force constant would still tend to $+\infty$ from both sides if $Kb^2>2|db|$, although $c(0)=0$.

## The sign change in Hartree–Fock

For Hartree–Fock the two sides need separate filters, `𝓝[>] 0` and `𝓝[<] 0`. Each half of the proof starts from the one-sided limit of $1/a$, multiplies by $b^2>0$, changes the sign and adds $f$. In both theorems of this section `f` is the bare Hartree–Fock force constant, called $f_0$ above.

```lean
/-- For nonzero coupling, the Hartree-Fock force constant tends to `-∞` as the orbital
Hessian tends to zero from above, and to `+∞` as it tends to zero from below. -/
theorem hartreeFock_limits (f : ℝ) {b : ℝ} (hb : b ≠ 0) :
    Tendsto (fun a => relaxedForceConstant f b a a b) (𝓝[>] 0) atBot ∧
      Tendsto (fun a => relaxedForceConstant f b a a b) (𝓝[<] 0) atTop := by
  have hF : ∀ a : ℝ, a ≠ 0 → relaxedForceConstant f b a a b = f - b ^ 2 / a :=
    fun a ha => hartreeFock_force_constant f b ha (rotation a b)
      (fun x => (stationary_iff f b x _ ha).2 rfl)
  have hb2 : 0 < b ^ 2 := by positivity
  constructor
  · have h := tendsto_atBot_add_const_left _ f (tendsto_neg_atTop_atBot.comp
      ((tendsto_inv_nhdsGT_zero (𝕜 := ℝ)).const_mul_atTop hb2))
    refine h.congr' ?_
    filter_upwards [self_mem_nhdsWithin] with a ha
    rw [hF a (ne_of_gt ha)]
    simp only [Function.comp_apply]
    ring
  · have h := tendsto_atTop_add_const_left _ f (tendsto_neg_atBot_atTop.comp
      ((tendsto_inv_nhdsLT_zero (𝕜 := ℝ)).const_mul_atBot hb2))
    refine h.congr' ?_
    filter_upwards [self_mem_nhdsWithin] with a ha
    rw [hF a (ne_of_lt ha)]
    simp only [Function.comp_apply]
    ring
```

The last theorem gives the sign at finite $a$, for a positive bare force constant. Its first part clears the denominators, and its second uses $b^2/a\le0$ for $a<0$. It also allows $b=0$, where the force constant is simply $f$ and no positive $a$ lies below the threshold zero.

```lean
/-- For a positive bare force constant `f`, the Hartree-Fock force constant at positive
orbital Hessian `a` is negative exactly when `a < b² / f`; at negative `a` it is positive. -/
theorem hartreeFock_sign {f : ℝ} (hf : 0 < f) (b : ℝ) :
    (∀ a : ℝ, 0 < a → (relaxedForceConstant f b a a b < 0 ↔ a < b ^ 2 / f)) ∧
      ∀ a : ℝ, a < 0 → 0 < relaxedForceConstant f b a a b := by
  have hF : ∀ a : ℝ, a ≠ 0 → relaxedForceConstant f b a a b = f - b ^ 2 / a :=
    fun a ha => hartreeFock_force_constant f b ha (rotation a b)
      (fun x => (stationary_iff f b x _ ha).2 rfl)
  constructor
  · intro a ha
    rw [hF a ha.ne', sub_neg, lt_div_iff₀ ha, lt_div_iff₀ hf, mul_comm]
  · intro a ha
    rw [hF a ha.ne]
    have h : b ^ 2 / a ≤ 0 := div_nonpos_of_nonneg_of_nonpos (sq_nonneg b) ha.le
    linarith

end

end VolcanoModel
```

```lean
#print axioms VolcanoModel.volcano
-- 'VolcanoModel.volcano' depends on axioms: [propext, Classical.choice, Quot.sound]
#print axioms VolcanoModel.hartreeFock_limits
-- 'VolcanoModel.hartreeFock_limits' depends on axioms: [propext, Classical.choice, Quot.sound]
#print axioms VolcanoModel.hartreeFock_sign
-- 'VolcanoModel.hartreeFock_sign' depends on axioms: [propext, Classical.choice, Quot.sound]
```

For coupled-cluster second derivatives with relaxed Hartree–Fock orbitals, the model suggests checking whether the orbital Hessian has an eigenvalue close to zero, for a rotation that the vibration drives, before trusting an unusually high frequency, though it has only one rotation, stops at second order and takes $c>0$ as given. That sign is a property of the correlated method and the molecule, and the coupled-cluster equations are not used to derive it.
